# A finite fermionic Bogoliubov transformation with invertible U has determinant +1, so an odd one has singular U

Take one fermionic mode with operators $c^\dagger$ and $c$, and try the quasiparticle $\beta^\dagger = u\,c^\dagger + v\,c$ with complex amplitudes $u$ and $v$. The anticommutators of a fermion require $|u|^2+|v|^2=1$ and $2uv=0$. The matrix of the transformation and its determinant are
$$W=\begin{pmatrix}u&\bar v\\ v&\bar u\end{pmatrix},\qquad \det W=|u|^2-|v|^2 .$$
Multiply the determinant by $u$. The second term becomes $(uv)\bar v=0$, and the first is $u|u|^2=u(1-|v|^2)=u-(uv)\bar v=u$. Hence $u\det W=u$. If $u\neq0$, the determinant is $+1$; if it is $-1$, then $u=0$. The same cancellation works for any finite number of modes, with $\det U$ in the place of $u$.

## Amplitudes as columns of one matrix

For modes $c_i$ the quasiparticle operators are
$$\beta_j^\dagger=\sum_i\left(U_{ij}c_i^\dagger+V_{ij}c_i\right).$$
Computing $\{\beta_i,\beta_j^\dagger\}=\delta_{ij}$ and $\{\beta_i^\dagger,\beta_j^\dagger\}=0$ gives the two matrix relations
$$U^\dagger U+V^\dagger V=1,\qquad U^TV+V^TU=0 .$$

In Lean 4 with Mathlib:

```lean
import Mathlib

open Matrix

namespace BogoliubovParity

variable {n : Type*} [Fintype n] [DecidableEq n]

/-- The relations between the amplitudes `U` and `V` of a Bogoliubov transformation:
`Uᴴ U + Vᴴ V = 1` and `Uᵀ V + Vᵀ U = 0`. -/
structure IsBogoliubov (U V : Matrix n n ℂ) : Prop where
  normalization : Uᴴ * U + Vᴴ * V = 1
  pairing : Uᵀ * V + Vᵀ * U = 0
```

The finite type `n` labels the modes, with spin included in the label if there is any, and it labels the quasiparticles too. `Uᴴ` is the conjugate transpose, and `IsBogoliubov U V` says that both relations hold. No Hamiltonian enters: the amplitudes may come from any source.

```lean
/-- The full transformation matrix `[[U, conj V], [V, conj U]]` on particle and hole
components. -/
def bogoliubovMatrix (U V : Matrix n n ℂ) : Matrix (n ⊕ n) (n ⊕ n) ℂ :=
  fromBlocks U (V.map star) V (U.map star)
```

This is $W=\begin{pmatrix}U&\bar V\\ V&\bar U\end{pmatrix}$, where the bar conjugates each entry. Its rows are the components on $c_i^\dagger$ and then on $c_i$; its columns are the $\beta_j^\dagger$ and then the $\beta_j$. The index type `n ⊕ n` is two copies of `n`.

```lean
/-- The matrix `A` with its column `k` replaced by the complex conjugate of column `k`
of `B`. -/
def exchangeColumn (A B : Matrix n n ℂ) (k : n) : Matrix n n ℂ :=
  Matrix.of fun i j => if j = k then star (B i j) else A i j
```

Applied to $(U,V)$ and to $(V,U)$, `exchangeColumn` produces the amplitudes in which $\beta_k$ and $\beta_k^\dagger$ have traded roles. This is the blocking of quasiparticle $k$: the new vacuum is the old one with that quasiparticle occupied.

## The pairing relation clears a block

The relation $U^TV+V^TU=0$ says that two quasiparticle creation operators anticommute, and in particular that $(\beta_j^\dagger)^2=0$. It enters when $W$ is multiplied from the left by a block-triangular matrix:
$$\begin{pmatrix}1&0\\ V^T&U^T\end{pmatrix}\begin{pmatrix}U&\bar V\\ V&\bar U\end{pmatrix}
=\begin{pmatrix}U&\bar V\\ V^TU+U^TV&V^T\bar V+U^T\bar U\end{pmatrix}.$$
The lower left block is the left side of the pairing relation, so it vanishes. In the proof of `det_mul_det` below, this is the rewrite with `h.pairing` inside `key`.

Without this relation, one mode with $u=3/5$ and $v=4/5$ is normalised and has $u\ne0$, but $\det W=9/25-16/25=-7/25$. The operator is not a fermion, since $(\beta^\dagger)^2=uv=12/25$.

## Normalisation sets the remaining block to one

The relation $U^\dagger U+V^\dagger V=1$ says that $\{\beta_i,\beta_j^\dagger\}=\delta_{ij}$. Its transpose is $U^T\bar U+V^T\bar V=1$, which is the lower right block of the product. Therefore
$$\begin{pmatrix}1&0\\ V^T&U^T\end{pmatrix}W=\begin{pmatrix}U&\bar V\\ 0&1\end{pmatrix}.$$
Both triangular matrices have determinant $\det U$, because $\det U^T=\det U$. Taking determinants gives
$$\det U\,\det W=\det U .$$

```lean
/-- For a Bogoliubov transformation, `det U` times the determinant of the full matrix
equals `det U`. -/
theorem det_mul_det {U V : Matrix n n ℂ} (h : IsBogoliubov U V) :
    U.det * (bogoliubovMatrix U V).det = U.det := by
  have h1 : Uᵀ * U.map star + Vᵀ * V.map star = 1 := by
    have := congrArg Matrix.transpose h.normalization
    rw [transpose_add, transpose_mul, transpose_mul, transpose_one] at this
    exact this
  -- a block-triangular factor eliminates the lower left block
  have key : fromBlocks 1 0 Vᵀ Uᵀ * bogoliubovMatrix U V
      = fromBlocks U (V.map star) 0 1 := by
    rw [bogoliubovMatrix, fromBlocks_multiply, add_comm (Vᵀ * U), h.pairing,
      add_comm (Vᵀ * V.map star), h1]
    simp only [one_mul, zero_mul, add_zero]
  have hd := congrArg Matrix.det key
  rw [det_mul, det_fromBlocks_zero₁₂, det_fromBlocks_zero₂₁, det_one, det_transpose,
    one_mul, mul_one] at hd
  exact hd
```

Here `h1` is the transposed normalisation, `key` is the matrix identity just displayed, and `hd` is its determinant, evaluated with the rules for block-triangular matrices.

Without normalisation, $u=2$ and $v=0$ satisfy the pairing relation with $u\neq0$, and $\det W=4$. Only the size goes wrong: with pairing alone and $U$ invertible, the same multiplication gives $\det W=\det(U^\dagger U+V^\dagger V)$, which is positive.

## An invertible U permits the division

An invertible $U$ means that no normalised combination of the $\beta_j^\dagger$ is a pure annihilation operator. If $Ux=0$ with $x^\dagger x=1$, then $\sum_jx_j\beta_j^\dagger=\sum_i(Vx)_ic_i$. The adjoint of this operator annihilates the quasiparticle vacuum and creates a particle in a normalised orbital, so that orbital is completely filled. Invertibility excludes such an orbital.

In the derivation it means $\det U\neq0$, so that $\det U$ can be cancelled from $\det U\det W=\det U$, leaving $\det W=1$.

```lean
/-- A Bogoliubov transformation with invertible `U` has determinant `+1`. -/
theorem det_eq_one_of_isUnit {U V : Matrix n n ℂ} (h : IsBogoliubov U V)
    (hU : IsUnit U) : (bogoliubovMatrix U V).det = 1 := by
  have h0 : U.det ≠ 0 := ((Matrix.isUnit_iff_isUnit_det U).mp hU).ne_zero
  exact mul_left_cancel₀ h0 ((det_mul_det h).trans (mul_one _).symm)
```

`IsUnit U` is invertibility as a matrix. The proof turns it into `h0`, the statement $\det U\neq0$, and cancels with `mul_left_cancel₀`.

Without it, one mode with $u=0$ and $v=1$ satisfies both relations and has $\det W=-1$.

## Determinant −1 stands for odd parity

The two relations leave only two possible determinants. With $J=\begin{pmatrix}0&1\\1&0\end{pmatrix}$ they give $W^TJW=J$, hence $(\det W)^2=1$. The sign is the number parity of the quasiparticle vacuum relative to the bare vacuum: $+1$ for even, $-1$ for odd. The theorem takes $\det W=-1$ as its hypothesis, and the reading of that sign as a parity of particle number is physics added to the formal statement.

Inserting $\det W=-1$ gives $-\det U=\det U$, so $2\det U=0$ and $\det U=0$.

```lean
/-- A Bogoliubov transformation of odd parity, that is of determinant `-1`, has
singular `U`. -/
theorem det_eq_zero_of_odd {U V : Matrix n n ℂ} (h : IsBogoliubov U V)
    (hodd : (bogoliubovMatrix U V).det = -1) : U.det = 0 := by
  have hd := det_mul_det h
  rw [hodd] at hd
  linear_combination (-1 / 2 : ℂ) * hd
```

The last line of the proof is this division by two.

Without the hypothesis on the sign, $U=1$ and $V=0$ is a Bogoliubov transformation with nonsingular $U$. If the sign is kept and both relations are given up, one mode with $u=1$ and $v=\sqrt2$ has determinant $-1$ although $u\neq0$.

## Blocking changes the sign and keeps the relations

Exchanging $\beta_k$ with $\beta_k^\dagger$ swaps two columns of $W$: column $k$ of the left half and column $k$ of the right half. A swap of two columns reverses the determinant, whatever $U$ and $V$ are, so this statement has no hypothesis.

```lean
/-- Interchanging the creation and annihilation columns of one quasiparticle `k` reverses
the sign of the determinant. -/
theorem det_exchange (U V : Matrix n n ℂ) (k : n) :
    (bogoliubovMatrix (exchangeColumn U V k) (exchangeColumn V U k)).det
      = -(bogoliubovMatrix U V).det := by
  have hW : bogoliubovMatrix (exchangeColumn U V k) (exchangeColumn V U k)
      = (bogoliubovMatrix U V).submatrix id
          (Equiv.swap (Sum.inl k : n ⊕ n) (Sum.inr k)) := by
    ext i j
    rcases i with i | i <;> rcases j with j | j <;> by_cases hj : j = k <;>
      simp [bogoliubovMatrix, exchangeColumn, hj, Equiv.swap_apply_def]
  rw [hW, det_permute', Equiv.Perm.sign_swap Sum.inl_ne_inr]
  simp
```

`hW` identifies the new matrix as the old one with columns `Sum.inl k` and `Sum.inr k` swapped, comparing the entries case by case. The sign of the swap does the rest.

That the result is again a Bogoliubov transformation does need both relations. Write $U'$ and $V'$ for the new amplitudes. In $U'^\dagger U'+V'^\dagger V'$, the entry $(i,j)$ is

- unchanged if neither index is $k$;
- $\sum_x(V_{xk}\bar V_{xk}+U_{xk}\bar U_{xk})=1$ if both are $k$;
- $\sum_x(V_{xk}U_{xj}+U_{xk}V_{xj})=0$ if only $i=k$, by pairing;
- $\sum_x(\bar U_{xi}\bar V_{xk}+\bar V_{xi}\bar U_{xk})=0$ if only $j=k$, by conjugated pairing.

In $U'^TV'+V'^TU'$ the roles are reversed. The entry $(k,k)$ vanishes by conjugated pairing. An entry with exactly one index equal to $k$ is an off-diagonal entry of the normalisation or of its transpose, hence zero. All other entries are unchanged.

```lean
/-- Interchanging the creation and annihilation columns of one quasiparticle turns a
Bogoliubov transformation into another one. -/
theorem IsBogoliubov.exchange {U V : Matrix n n ℂ} (h : IsBogoliubov U V) (k : n) :
    IsBogoliubov (exchangeColumn U V k) (exchangeColumn V U k) := by
  -- the two relations, their conjugate and their transpose, entry by entry
  have e1 : ∀ i j, ∑ x, star (U x i) * U x j + ∑ x, star (V x i) * V x j
      = (1 : Matrix n n ℂ) i j := fun i j => congrFun (congrFun h.normalization i) j
  have e2 : ∀ i j, ∑ x, U x i * V x j + ∑ x, V x i * U x j = 0 :=
    fun i j => congrFun (congrFun h.pairing i) j
  have e3 : ∀ i j, ∑ x, star (U x i) * star (V x j)
      + ∑ x, star (V x i) * star (U x j) = 0 := fun i j => by
    simpa only [star_add, star_sum, star_mul', star_zero] using congrArg star (e2 i j)
  have e4 : ∀ i j, ∑ x, U x i * star (U x j) + ∑ x, V x i * star (V x j)
      = (1 : Matrix n n ℂ) j i := fun i j => by
    rw [← e1 j i]
    congr 1 <;> exact Finset.sum_congr rfl fun x _ => mul_comm _ _
  constructor
  · ext i j
    simp only [Matrix.add_apply, Matrix.mul_apply, conjTranspose_apply, exchangeColumn,
      Matrix.of_apply]
    by_cases hi : i = k <;> by_cases hj : j = k <;>
      simp only [hi, hj, eq_self, if_true, if_false, star_star]
    · have hz : (1 : Matrix n n ℂ) i j = (1 : Matrix n n ℂ) k k := by rw [hi, hj]
      linear_combination e4 k k - hz
    · have hz : (1 : Matrix n n ℂ) i j = 0 :=
        Matrix.one_apply_ne fun e => hj (e.symm.trans hi)
      linear_combination e2 k j - hz
    · have hz : (1 : Matrix n n ℂ) i j = 0 :=
        Matrix.one_apply_ne fun e => hi (e.trans hj)
      linear_combination e3 i k - hz
    · exact e1 i j
  · ext i j
    simp only [Matrix.add_apply, Matrix.mul_apply, transpose_apply, exchangeColumn,
      Matrix.of_apply, Matrix.zero_apply]
    by_cases hi : i = k <;> by_cases hj : j = k <;>
      simp only [hi, hj, eq_self, if_true, if_false]
    · linear_combination e3 k k
    · have hz : (1 : Matrix n n ℂ) k j = 0 := Matrix.one_apply_ne (Ne.symm hj)
      linear_combination e1 k j + hz
    · have hz : (1 : Matrix n n ℂ) k i = 0 := Matrix.one_apply_ne (Ne.symm hi)
      linear_combination e4 i k + hz
    · exact e2 i j
```

The facts `e1` and `e2` are the two relations written as sums, `e3` is the conjugate of `e2`, and `e4` is the transposed form of `e1`. The two `by_cases` splits produce the four cases for each relation, and `hz` supplies the relevant entry of the identity matrix.

If the original $U$ is invertible, the original determinant is $+1$. The blocked one is then $-1$, and the blocked $U'$ must be singular.

```lean
/-- Blocking one quasiparticle of a Bogoliubov transformation with invertible `U` gives a
transformation of determinant `-1` whose `U` block is singular. -/
theorem blocked_odd_and_singular {U V : Matrix n n ℂ} (h : IsBogoliubov U V)
    (hU : IsUnit U) (k : n) :
    (bogoliubovMatrix (exchangeColumn U V k) (exchangeColumn V U k)).det = -1 ∧
      (exchangeColumn U V k).det = 0 := by
  have hodd : (bogoliubovMatrix (exchangeColumn U V k) (exchangeColumn V U k)).det
      = -1 := by
    rw [det_exchange, det_eq_one_of_isUnit h hU]
  exact ⟨hodd, det_eq_zero_of_odd (h.exchange k) hodd⟩
```

## A singular U may still be even

The implication runs one way only. For two modes, $U=0$ and $V=1$ describe a vacuum in which both modes are filled, and two particles make an even state.

```lean
/-- A singular `U` does not imply odd parity: for two modes, `U = 0` and `V = 1` form a
Bogoliubov transformation of determinant `+1`. -/
theorem singular_even_example :
    IsBogoliubov (0 : Matrix (Fin 2) (Fin 2) ℂ) 1 ∧
      (bogoliubovMatrix (0 : Matrix (Fin 2) (Fin 2) ℂ) 1).det = 1 := by
  refine ⟨⟨by simp, by simp⟩, ?_⟩
  -- exchange both modes of the identity transformation, one after the other
  have hU : exchangeColumn (exchangeColumn 1 0 0) (exchangeColumn 0 1 0) 1
      = (0 : Matrix (Fin 2) (Fin 2) ℂ) := by
    ext i j
    fin_cases i <;> fin_cases j <;> simp [exchangeColumn]
  have hV : exchangeColumn (exchangeColumn 0 1 0) (exchangeColumn 1 0 0) 1
      = (1 : Matrix (Fin 2) (Fin 2) ℂ) := by
    ext i j
    fin_cases i <;> fin_cases j <;> simp [exchangeColumn]
  have hd := det_exchange (exchangeColumn (1 : Matrix (Fin 2) (Fin 2) ℂ) 0 0)
    (exchangeColumn 0 1 0) 1
  have h1 : IsBogoliubov (1 : Matrix (Fin 2) (Fin 2) ℂ) 0 := ⟨by simp, by simp⟩
  rw [hU, hV, det_exchange, det_eq_one_of_isUnit h1 isUnit_one, neg_neg] at hd
  exact hd
```

The proof starts from the identity transformation $U=1$, $V=0$, whose determinant is $+1$, and exchanges mode 0 and then mode 1. `hU` and `hV` confirm that this produces $U=0$ and $V=1$, and the two sign changes cancel.

## A BCS pair before and after blocking

Let $u\neq0$ and $v$ be real with $u^2+v^2=1$, and take
$$U=\begin{pmatrix}u&0\\0&u\end{pmatrix},\qquad V=\begin{pmatrix}0&-v\\ v&0\end{pmatrix}.$$
Then $U^\dagger U+V^\dagger V=(u^2+v^2)\,1=1$. Since $V$ is antisymmetric, $U^TV+V^TU=u(V+V^T)=0$. Finally $\det U=u^2\neq0$.

```lean
/-- A BCS pair of modes with real amplitudes `u ≠ 0` and `v`, `u² + v² = 1`, is a
Bogoliubov transformation with invertible `U`. -/
theorem bcs_pair_witness (u v : ℝ) (hu : u ≠ 0) (huv : u ^ 2 + v ^ 2 = 1) :
    IsBogoliubov !![(u : ℂ), 0; 0, (u : ℂ)] !![0, -(v : ℂ); (v : ℂ), 0] ∧
      IsUnit !![(u : ℂ), 0; 0, (u : ℂ)] := by
  have hc : (u : ℂ) ^ 2 + (v : ℂ) ^ 2 = 1 := by exact_mod_cast huv
  refine ⟨⟨?_, ?_⟩, ?_⟩
  · ext i j
    fin_cases i <;> fin_cases j <;>
      simp [Matrix.mul_apply, Fin.sum_univ_succ] <;> linear_combination hc
  · ext i j
    fin_cases i <;> fin_cases j <;>
      simp [Matrix.mul_apply, Fin.sum_univ_succ] <;> ring
  · rw [Matrix.isUnit_iff_isUnit_det, det_fin_two_of, isUnit_iff_ne_zero]
    simpa using hu

end BogoliubovParity
```

The proof checks the two relations entry by entry and obtains invertibility from the determinant. All hypotheses of the blocking theorem are therefore met by a familiar state.

In a mean-field calculation with finitely many modes, the eigenvectors of the Bogoliubov–de Gennes matrix come in partners: the column $(U_{\cdot k},V_{\cdot k})$ at energy $E_k$ and $(\bar V_{\cdot k},\bar U_{\cdot k})$ at $-E_k$. If the vacuum belonging to the chosen columns is even, taking the partner column for one $k$ instead gives an odd state. For the BCS pair and $k=0$ this gives
$$U'=\begin{pmatrix}0&0\\ v&u\end{pmatrix},\qquad V'=\begin{pmatrix}u&-v\\0&0\end{pmatrix}.$$
The normalised vector $x=(u,-v)^T$ satisfies $U'x=0$ and $V'x=(1,0)^T$, so mode 0 is completely filled. The blocked state is $c_0^\dagger|0\rangle$, where $|0\rangle$ is the bare vacuum.

This matters where a quasiparticle vacuum is written as a pair exponential $\exp\left(\tfrac12\sum_{ij}Z_{ij}c_i^\dagger c_j^\dagger\right)|0\rangle$ with $Z=\overline{VU^{-1}}$. Before blocking, $Z_{01}=-v/u$, and the normalised state is $(u-v\,c_0^\dagger c_1^\dagger)|0\rangle$ up to a phase. After blocking, $U'^{-1}$ does not exist, in agreement with the fact that a pair exponential on the bare vacuum contains only even particle numbers.

```lean
#print axioms BogoliubovParity.blocked_odd_and_singular
-- 'BogoliubovParity.blocked_odd_and_singular' depends on axioms: [propext, Classical.choice, Quot.sound]
#print axioms BogoliubovParity.singular_even_example
-- 'BogoliubovParity.singular_even_example' depends on axioms: [propext, Classical.choice, Quot.sound]
```
